# Two pinned instantons on a four-bead ring: one and two negative modes, no zero mode

Four beads at positions $x_0,\dots,x_3$, with indices taken modulo 4, have the action

$$S(x)=\sum_{i=0}^{3}\left[\tfrac12(x_{i+1}-x_i)^2-\tfrac c2x_i^2+\tfrac14x_i^4\right].$$

For $2<c<3$ and $a=\sqrt{c-2}$, the rings $(a,a,-a,-a)$ and $(a,0,-a,0)$ are both stationary, with actions $-a^4$ and $-a^4/2$. Their Hessians have one and two negative eigenvalues respectively, and no zero eigenvalue. Only the first ring is therefore a first-order saddle, the kind of stationary point that instanton rate theory uses.

A continuous imaginary-time instanton can be shifted along its period at no cost in action, which gives a zero mode that rate calculations treat separately. Neither of the two four-bead rings has such a mode. With many beads it returns as an eigenvalue close to zero, which still has to be treated separately.

## The action and its stationary points

```lean
import Mathlib

open Matrix

namespace FourBeadInstanton

noncomputable section

/-- The action of a closed ring of four beads: harmonic springs between neighbours and a
quartic double-well potential on each bead. -/
def action (c : ℝ) (x : Fin 4 → ℝ) : ℝ :=
  ∑ i, ((x (i + 1) - x i) ^ 2 / 2 - c * x i ^ 2 / 2 + x i ^ 4 / 4)
```

`Fin 4 → ℝ` is the type of functions from the four bead labels to the reals, so `x i` is $x_i$. Addition in `Fin 4` wraps around, $3+1=0$, which closes the ring.

Lengths and action are scaled so that the spring and quartic coefficients are fixed. The constant $c$ is then the squared product of barrier frequency and imaginary-time step: large $c$ means coarse beads.

```lean
/-- A ring is stationary if the action has zero derivative along every displacement. -/
def Stationary (c : ℝ) (x : Fin 4 → ℝ) : Prop :=
  ∀ v : Fin 4 → ℝ, HasDerivAt (fun s : ℝ => action c (x + s • v)) 0 0
```

`HasDerivAt f m s` says that $f$ has derivative $m$ at $s$. Here the action along $x+sv$ must have derivative 0 at $s=0$, for every displacement $v$.

```lean
/-- The gradient of the action, bead by bead. -/
def gradient (c : ℝ) (x : Fin 4 → ℝ) (i : Fin 4) : ℝ :=
  (2 - c) * x i - x (i + 1) - x (i - 1) + x i ^ 3
```

This is the proposed gradient, $g_i=(2-c)x_i-x_{i+1}-x_{i-1}+x_i^3$.

```lean
/-- The Hessian of the action. -/
def hessian (c : ℝ) (x : Fin 4 → ℝ) : Matrix (Fin 4) (Fin 4) ℝ :=
  !![2 - c + 3 * x 0 ^ 2, -1, 0, -1;
     -1, 2 - c + 3 * x 1 ^ 2, -1, 0;
     0, -1, 2 - c + 3 * x 2 ^ 2, -1;
     -1, 0, -1, 2 - c + 3 * x 3 ^ 2]
```

The proposed Hessian $H$ has diagonal entries $2-c+3x_i^2$ and $-1$ between neighbours. Both formulas are shown below to be the true derivatives.

```lean
/-- The number of negative real eigenvalues, counted with algebraic multiplicity. -/
def negativeModes (H : Matrix (Fin 4) (Fin 4) ℝ) : ℕ :=
  Multiset.countP (fun z => z < 0) H.charpoly.roots
```

Negative modes are counted among the real roots of the characteristic polynomial, with multiplicity. Since $H$ is real and symmetric, all its eigenvalues are real.

```lean
/-- The ring with two beads at `a` and two at `-a`. -/
def bondCentred (a : ℝ) : Fin 4 → ℝ := ![a, a, -a, -a]
```

The first ring changes sign between beads, on a bond.

```lean
/-- The ring with beads at `a` and `-a`, separated by beads at the origin. -/
def siteCentred (a : ℝ) : Fin 4 → ℝ := ![a, 0, -a, 0]
```

The second changes sign on beads, which sit at the barrier top $x=0$.

## Derivatives along a moving ring

```lean
/-- Along a differentiable path of rings, the action changes at the rate gradient times
velocity. -/
theorem hasDerivAt_action (c : ℝ) {γ : ℝ → Fin 4 → ℝ} {v : Fin 4 → ℝ} {t : ℝ}
    (hγ : ∀ i, HasDerivAt (fun s => γ s i) (v i) t) :
    HasDerivAt (fun s => action c (γ s)) (gradient c (γ t) ⬝ᵥ v) t := by
  have term : ∀ i : Fin 4, HasDerivAt
      (fun s => (γ s (i + 1) - γ s i) ^ 2 / 2 - c * γ s i ^ 2 / 2 + γ s i ^ 4 / 4)
      ((γ t (i + 1) - γ t i) * (v (i + 1) - v i) - c * γ t i * v i
        + γ t i ^ 3 * v i) t := by
    intro i
    refine ((((((hγ (i + 1)).fun_sub (hγ i)).fun_pow 2).div_const 2).fun_sub
      ((((hγ i).fun_pow 2).const_mul c).div_const 2)).fun_add
      (((hγ i).fun_pow 4).div_const 4)).congr_deriv ?_
    simp only [Nat.cast_ofNat, Nat.reduceSub]
    ring
  have h := HasDerivAt.fun_sum (u := Finset.univ) (fun i _ => term i)
  refine h.congr_deriv ?_
  simp only [dotProduct, gradient, Fin.sum_univ_four, Fin.reduceAdd, Fin.reduceSub]
  ring
```

Let the ring move along a path $\gamma$ with $\gamma(t)=x$ and velocity $v$ at time $t$. Each term of the action changes at the rate
$$(x_{i+1}-x_i)(v_{i+1}-v_i)-cx_iv_i+x_i^3v_i,$$
which is the step called `term`. In the sum, shifting the index turns $\sum_i(x_{i+1}-x_i)v_{i+1}$ into $\sum_i(x_i-x_{i-1})v_i$. Collecting the coefficient of $v_i$ gives $\sum_i g_iv_i$, written `⬝ᵥ` in Lean. The code writes out the four terms and lets `ring` do the collecting.

```lean
/-- Along a differentiable path of rings, the gradient changes at the rate Hessian times
velocity. -/
theorem hasDerivAt_gradient (c : ℝ) {γ : ℝ → Fin 4 → ℝ} {v : Fin 4 → ℝ} {t : ℝ}
    (hγ : ∀ i, HasDerivAt (fun s => γ s i) (v i) t) (i : Fin 4) :
    HasDerivAt (fun s => gradient c (γ s) i) ((hessian c (γ t) *ᵥ v) i) t := by
  refine (((((hγ i).const_mul (2 - c)).fun_sub (hγ (i + 1))).fun_sub
    (hγ (i - 1))).fun_add ((hγ i).fun_pow 3)).congr_deriv ?_
  have e : (-1 : Fin 4) = 3 := rfl
  fin_cases i <;>
    simp [hessian, Matrix.mulVec, dotProduct, Fin.sum_univ_four, e] <;> ring
```

Differentiating once more,
$$\frac{dg_i}{dt}=(2-c+3x_i^2)v_i-v_{i+1}-v_{i-1}=(Hv)_i.$$
The symbol `*ᵥ` is matrix times vector, and `fin_cases` checks the four beads in turn.

```lean
/-- A ring is stationary exactly when its gradient vanishes. -/
theorem stationary_iff (c : ℝ) (x : Fin 4 → ℝ) :
    Stationary c x ↔ gradient c x = 0 := by
  have h : ∀ v : Fin 4 → ℝ,
      HasDerivAt (fun s : ℝ => action c (x + s • v)) (gradient c x ⬝ᵥ v) 0 := by
    intro v
    have h := hasDerivAt_action c (γ := fun s : ℝ => x + s • v) (v := v) (t := 0)
      (fun i => (((hasDerivAt_id' (0 : ℝ)).mul_const (v i)).const_add (x i)).congr_deriv
        (one_mul _))
    simp only [zero_smul, add_zero] at h
    exact h
  constructor
  · intro hs
    -- displace the ring along its own gradient
    exact dotProduct_self_eq_zero.1 ((h _).unique (hs _))
  · intro hg v
    have hv := h v
    rw [hg, zero_dotProduct] at hv
    exact hv
```

Along $x+sv$ the action has derivative $g\cdot v$ at $s=0$. If $g=0$, this vanishes for all $v$. Conversely, if it vanishes for all $v$, choose $v=g$: then $\sum_i g_i^2=0$, so $g=0$. The proof makes the same choice, using the uniqueness of derivatives.

## From the determinant to the eigenvalues

```lean
/-- The secular determinant of the Hessian at an arbitrary ring configuration. -/
theorem secular_det (c t : ℝ) (x : Fin 4 → ℝ) :
    (t • (1 : Matrix (Fin 4) (Fin 4) ℝ) - hessian c x).det =
      (t - (2 - c + 3 * x 0 ^ 2)) * (t - (2 - c + 3 * x 1 ^ 2)) *
        (t - (2 - c + 3 * x 2 ^ 2)) * (t - (2 - c + 3 * x 3 ^ 2)) -
      ((t - (2 - c + 3 * x 0 ^ 2)) + (t - (2 - c + 3 * x 2 ^ 2))) *
        ((t - (2 - c + 3 * x 1 ^ 2)) + (t - (2 - c + 3 * x 3 ^ 2))) := by
  have D : ∀ p q r s : ℝ, (!![p, 1, 0, 1; 1, q, 1, 0; 0, 1, r, 1; 1, 0, 1, s]).det =
      p * q * r * s - (p + r) * (q + s) := by
    intro p q r s
    rw [Matrix.det_succ_row_zero, Fin.sum_univ_four]
    simp [Matrix.det_fin_three, Fin.succAbove]
    ring
  rw [← D]
  congr 1
  ext i j
  fin_cases i <;> fin_cases j <;> simp [hessian]
```

Put $d_i=t-(2-c+3x_i^2)$. The matrix $t\mathbf 1-H$ has diagonal $d_i$ and entries $+1$ between neighbours. In its determinant:

- the identity permutation gives $d_0d_1d_2d_3$;
- the four swaps of neighbours give $-(d_2d_3+d_3d_0+d_0d_1+d_1d_2)=-(d_0+d_2)(d_1+d_3)$;
- the two pairs of disjoint swaps give $+2$, and the two cycles around the ring give $-2$.

All other permutations meet a zero entry, so
$$\det(t\mathbf 1-H)=d_0d_1d_2d_3-(d_0+d_2)(d_1+d_3).$$
Lean obtains the same formula by expanding along the first row.

```lean
/-- If the secular determinant of a matrix splits into four linear factors, their zeros are
its eigenvalues with multiplicity. -/
theorem roots_of_secular (H : Matrix (Fin 4) (Fin 4) ℝ) (p q r s : ℝ)
    (h : ∀ t : ℝ, (t • (1 : Matrix (Fin 4) (Fin 4) ℝ) - H).det =
      (t - p) * (t - q) * (t - r) * (t - s)) :
    H.charpoly.roots = {p, q, r, s} := by
  have e : H.charpoly = (Multiset.map (fun z => Polynomial.X - Polynomial.C z)
      ({p, q, r, s} : Multiset ℝ)).prod := by
    apply Polynomial.funext
    intro t
    have ev : H.charpoly.eval t = (t • (1 : Matrix (Fin 4) (Fin 4) ℝ) - H).det := by
      refine (RingHom.map_det (Polynomial.evalRingHom t) (Matrix.charmatrix H)).trans
        (congrArg Matrix.det ?_)
      ext i j
      by_cases hij : i = j
      · subst hij
        simp
      · simp [hij]
    rw [ev, h t]
    simp [mul_assoc]
  rw [e, Polynomial.roots_multiset_prod_X_sub_C]
```

If $\det(t\mathbf 1-H)=(t-p)(t-q)(t-r)(t-s)$ for every real $t$, the characteristic polynomial equals this product, because polynomials that agree at all real numbers are equal. Its roots are then $p,q,r,s$, repeated as they occur. The braces in the conclusion denote a multiset, which keeps repetitions.

## The two pinned rings

```lean
/-- For `2 < c < 3` and `a = √(c - 2)`, the rings `(a, a, -a, -a)` and `(a, 0, -a, 0)` are
stationary with actions `-a⁴` and `-a⁴/2`; their Hessians have one and two negative
eigenvalues, and neither is singular. -/
theorem pinned_instantons {c a : ℝ} (h2 : 2 < c) (h3 : c < 3) (ha : a = √(c - 2)) :
    (Stationary c (bondCentred a) ∧ action c (bondCentred a) = -a ^ 4 ∧
      negativeModes (hessian c (bondCentred a)) = 1 ∧
      (hessian c (bondCentred a)).det ≠ 0) ∧
    (Stationary c (siteCentred a) ∧ action c (siteCentred a) = -a ^ 4 / 2 ∧
      negativeModes (hessian c (siteCentred a)) = 2 ∧
      (hessian c (siteCentred a)).det ≠ 0) := by
  have hsq : a ^ 2 = c - 2 := by rw [ha, Real.sq_sqrt (by linarith)]
  clear ha
  obtain rfl : c = a ^ 2 + 2 := by linarith
  have hpos : 0 < a ^ 2 := by linarith
  have hlt : a ^ 2 < 1 := by linarith
  have b0 : bondCentred a 0 = a := rfl
  have b1 : bondCentred a 1 = a := rfl
  have b2 : bondCentred a 2 = -a := rfl
  have b3 : bondCentred a 3 = -a := rfl
  have s0 : siteCentred a 0 = a := rfl
  have s1 : siteCentred a 1 = 0 := rfl
  have s2 : siteCentred a 2 = -a := rfl
  have s3 : siteCentred a 3 = 0 := rfl
  -- for four beads the determinant is the secular determinant at zero
  have hdet : ∀ x, (hessian (a ^ 2 + 2) x).det =
      ((0 : ℝ) • (1 : Matrix (Fin 4) (Fin 4) ℝ) - hessian (a ^ 2 + 2) x).det := by
    intro x
    rw [zero_smul, zero_sub, Matrix.det_neg, Fintype.card_fin]
    ring
  refine ⟨⟨?_, ?_, ?_, ?_⟩, ⟨?_, ?_, ?_, ?_⟩⟩
  · rw [stationary_iff]
    funext i
    fin_cases i
    · show (2 - (a ^ 2 + 2)) * a - a - -a + a ^ 3 = 0
      ring
    · show (2 - (a ^ 2 + 2)) * a - -a - a + a ^ 3 = 0
      ring
    · show (2 - (a ^ 2 + 2)) * -a - -a - a + (-a) ^ 3 = 0
      ring
    · show (2 - (a ^ 2 + 2)) * -a - a - -a + (-a) ^ 3 = 0
      ring
  · simp only [action, Fin.sum_univ_four, Fin.reduceAdd, b0, b1, b2, b3]
    ring
  · -- eigenvalues of the bond-centred ring
    rw [negativeModes, roots_of_secular _ (2 * a ^ 2 - 2) (2 * a ^ 2) (2 * a ^ 2)
      (2 * a ^ 2 + 2) (fun t => by rw [secular_det, b0, b1, b2, b3]; ring)]
    have n1 : 2 * a ^ 2 - 2 < 0 := by linarith
    have n2 : ¬ 2 * a ^ 2 < 0 := by linarith
    have n3 : ¬ 2 * a ^ 2 + 2 < 0 := by linarith
    simp only [Multiset.insert_eq_cons, ← Multiset.cons_zero, Multiset.countP_cons,
      Multiset.countP_zero, n1, n2, n3, if_true, if_false, add_zero, zero_add]
  · have e : (hessian (a ^ 2 + 2) (bondCentred a)).det =
        16 * (a ^ 2) ^ 2 * ((a ^ 2) ^ 2 - 1) := by
      rw [hdet, secular_det, b0, b1, b2, b3]
      ring
    rw [e]
    exact (mul_neg_of_pos_of_neg (by positivity) (by nlinarith)).ne
  · rw [stationary_iff]
    funext i
    fin_cases i
    · show (2 - (a ^ 2 + 2)) * a - 0 - 0 + a ^ 3 = 0
      ring
    · show (2 - (a ^ 2 + 2)) * 0 - -a - a + (0 : ℝ) ^ 3 = 0
      ring
    · show (2 - (a ^ 2 + 2)) * -a - 0 - 0 + (-a) ^ 3 = 0
      ring
    · show (2 - (a ^ 2 + 2)) * 0 - a - -a + (0 : ℝ) ^ 3 = 0
      ring
  · simp only [action, Fin.sum_univ_four, Fin.reduceAdd, s0, s1, s2, s3]
    ring
  · -- eigenvalues of the site-centred ring
    have hr : √(9 * a ^ 4 + 16) ^ 2 = 9 * a ^ 4 + 16 := Real.sq_sqrt (by positivity)
    have hl : a ^ 2 < √(9 * a ^ 4 + 16) :=
      Real.lt_sqrt_of_sq_lt (by nlinarith [sq_nonneg (a ^ 2)])
    generalize √(9 * a ^ 4 + 16) = r at hr hl
    rw [negativeModes, roots_of_secular _ (2 * a ^ 2) (-a ^ 2) ((a ^ 2 + r) / 2)
      ((a ^ 2 - r) / 2) (fun t => by
        rw [secular_det, s0, s1, s2, s3]
        linear_combination (t - 2 * a ^ 2) * (t + a ^ 2) / 4 * hr)]
    have n1 : ¬ 2 * a ^ 2 < 0 := by linarith
    have n2 : -a ^ 2 < 0 := by linarith
    have n3 : ¬ (a ^ 2 + r) / 2 < 0 := by linarith
    have n4 : (a ^ 2 - r) / 2 < 0 := by linarith
    simp only [Multiset.insert_eq_cons, ← Multiset.cons_zero, Multiset.countP_cons,
      Multiset.countP_zero, n1, n2, n3, n4, if_true, if_false, add_zero, zero_add,
      Nat.reduceAdd]
  · have e : (hessian (a ^ 2 + 2) (siteCentred a)).det =
        4 * (a ^ 2) ^ 4 + 8 * (a ^ 2) ^ 2 := by
      rw [hdet, secular_det, s0, s1, s2, s3]
      ring
    rw [e]
    positivity
```

The hypotheses are $2<c<3$ and $a=\sqrt{c-2}$; `∧` means "and", and `-a ^ 4` means $-(a^4)$. The proof first replaces $c$ by $a^2+2$, with $0<a^2<1$.

**Stationarity.** Now $g_i=-a^2x_i+x_i^3-x_{i+1}-x_{i-1}$. In both rings every bead has $x_i\in\{a,0,-a\}$, so the first two terms cancel, and its two neighbours sum to zero. The `show` lines state this bead by bead.

**Actions.** For the bond-centred ring the springs give $4a^2$, the quadratic terms $-2ca^2$ and the quartic terms $a^4$. The total is $-2(c-2)a^2+a^4=-a^4$. For the site-centred ring, $2a^2-ca^2+a^4/2=-a^4/2$.

**Bond-centred spectrum.** All diagonal entries of $H$ are $2a^2$. With $u=t-2a^2$ the determinant is $u^4-4u^2=u^2(u-2)(u+2)$, so the eigenvalues are
$$2a^2-2,\quad 2a^2,\quad 2a^2,\quad 2a^2+2.$$
Since $0<a^2<1$, only the first is negative. Their product is $16a^4(a^4-1)<0$.

**Site-centred spectrum.** The diagonal entries alternate between $2a^2$ and $-a^2$. With $w=(t-2a^2)(t+a^2)$ the determinant is $w^2-4w=w(w-4)$, so the eigenvalues are
$$2a^2,\quad -a^2,\quad \tfrac12\left(a^2\pm\sqrt{9a^4+16}\right).$$
The square root exceeds $a^2$, so exactly two are negative. Their product is $4a^8+8a^4>0$.

In the code, `n1` to `n4` record the signs of the eigenvalues, and `hdet` obtains $\det H$ by setting $t=0$ in the secular determinant.

**A numerical instance.** Take $c=2.5$, so $a^2=0.5$ and $a\approx0.707$.

| Ring | Action | Eigenvalues | $\det H$ |
|---|---:|---|---:|
| $(a,a,-a,-a)$ | $-0.25$ | $-1,\ 1,\ 1,\ 3$ | $-3$ |
| $(a,0,-a,0)$ | $-0.125$ | $-1.886,\ -0.5,\ 1,\ 2.386$ | $2.25$ |

The pinning can be seen in the mode that would slide the ring. A short calculation with $H$, not among the Lean proofs, gives the displacement $(1,-1,-1,1)$ the eigenvalue $2a^2$ at the bond-centred ring, and $(0,-1,0,1)$ the eigenvalue $-a^2$ at the site-centred one. Sliding is thus uphill from the first ring and downhill from the second.

## No sliding through a nonsingular ring

```lean
/-- A differentiable path of stationary rings has zero velocity where it passes through a
ring with nonsingular Hessian. -/
theorem no_sliding {c : ℝ} {γ : ℝ → Fin 4 → ℝ} {v : Fin 4 → ℝ}
    (hdet : (hessian c (γ 0)).det ≠ 0)
    (hγ : ∀ i, HasDerivAt (fun s => γ s i) (v i) 0)
    (hs : ∀ s, Stationary c (γ s)) : v = 0 := by
  apply Matrix.eq_zero_of_mulVec_eq_zero hdet
  funext i
  have d := hasDerivAt_gradient c hγ i
  -- the gradient stays zero along the path
  have e : (fun s => gradient c (γ s) i) = fun _ => (0 : ℝ) :=
    funext fun s => congrFun ((stationary_iff c _).1 (hs s)) i
  rw [e] at d
  exact d.unique (hasDerivAt_const _ _)
```

Suppose every ring on a path $\gamma$ is stationary, and the path has velocity $v$ at $s=0$. The gradient is zero all along the path, so its derivative there is zero: $Hv=0$. If $\det H\neq0$, then $v=0$. The Lean proof takes these steps in reverse order, first reducing $v=0$ to $Hv=0$.

Both rings above satisfy the determinant condition for $2<c<3$, so no path of stationary rings passes through either with nonzero velocity. The theorems do not list all stationary rings, construct the continuum instanton or compute a rate.

## A different zero mode at $c=3$

```lean
/-- At `c = 3` the uniform displacement is a zero mode of the ring `(1, 1, -1, -1)`. -/
theorem zero_mode_at_three :
    hessian 3 (bondCentred 1) *ᵥ ![1, 1, 1, 1] = 0 := by
  ext i
  fin_cases i <;>
    simp [hessian, bondCentred, Matrix.mulVec, dotProduct, Fin.sum_univ_four] <;>
    norm_num

end

end FourBeadInstanton
```

At $c=3$ we have $a=1$, and every diagonal entry of the bond-centred Hessian is 2. Each row then sums to $2-1-1=0$, so moving all beads together is a zero mode. The range of $c$ therefore cannot be extended to include 3 for this ring. The mode that softens here is the uniform displacement, with eigenvalue $2a^2-2$, and not the sliding motion.

```lean
#print axioms FourBeadInstanton.pinned_instantons
#print axioms FourBeadInstanton.no_sliding
#print axioms FourBeadInstanton.zero_mode_at_three
```

```
'FourBeadInstanton.pinned_instantons' depends on axioms: [propext, Classical.choice, Quot.sound]
'FourBeadInstanton.no_sliding' depends on axioms: [propext, Classical.choice, Quot.sound]
'FourBeadInstanton.zero_mode_at_three' depends on axioms: [propext, Classical.choice, Quot.sound]
```
